# A spin-1/2 rotation about the z axis is diagonal, with opposite half-angle phases

The theorem `rot_z` states that, for every real angle a, the matrix exponential exp(-i a σz / 2) is the diagonal 2×2 matrix with entries exp(-i a / 2) and exp(i a / 2). In physics, this is the rotation of a single spin-1/2 about the z axis, written in the basis of σz eigenstates: the two basis states acquire opposite phases of half the angle. The statement concerns the matrix alone, so no state vector or normalisation enters. The attempt first writes the exponent as a diagonal matrix, then uses `Matrix.exp_diagonal` to move the exponential onto the diagonal, and finally compares the two sides entry by entry.

In Lean, a first try:

```lean
import Mathlib

open Matrix Complex ComplexConjugate

namespace RotZ

noncomputable section

/-- The Pauli matrix `σz`. -/
def σz : Matrix (Fin 2) (Fin 2) ℂ := !![1, 0; 0, -1]

/-- The matrix exponential `exp(-i θ G / 2)` for a complex 2×2 matrix `G` and a real angle `θ`. -/
def rot (G : Matrix (Fin 2) (Fin 2) ℂ) (θ : ℝ) : Matrix (Fin 2) (Fin 2) ℂ :=
  NormedSpace.exp ((-(I * θ / 2)) • G)

/-- A rotation about `z` gives the two spin states opposite phases of half the angle. -/
theorem rot_z (a : ℝ) :
    rot σz a = !![Complex.exp (-(I * a / 2)), 0; 0, Complex.exp (I * a / 2)] := by
  have h : (-(I * a / 2)) • σz = diagonal ![-(I * a / 2), I * a / 2] := by
    ext i j
    fin_cases i <;> fin_cases j <;> simp [σz]
  rw [rot, h, Matrix.exp_diagonal]
  ext i j
  fin_cases i <;> fin_cases j <;> simp [Pi.exp_apply, Complex.exp_eq_exp_ℂ]

end

end RotZ
```

Messages:

```
Main.lean:24:40: error(lean.unknownIdentifier): Unknown identifier `Pi.exp_apply`
Main.lean:24:40: error(lean.unknownIdentifier): Unknown identifier `Pi.exp_apply`
Main.lean:24:40: error(lean.unknownIdentifier): Unknown identifier `Pi.exp_apply`
Main.lean:24:40: error(lean.unknownIdentifier): Unknown identifier `Pi.exp_apply`
```

What went wrong. All four messages say the same thing: Lean finds no declaration called `Pi.exp_apply`. The error appears four times because `<;>` runs the last `simp` on each of the four matrix entries.

The missing name was meant to supply a real step. After `Matrix.exp_diagonal`, the diagonal is the exponential of a whole function `Fin 2 → ℂ`, while the goal has complex exponentials of its separate values.

The repair proves this step as `hexp`: evaluating `NormedSpace.exp v` at `i` gives `Complex.exp (v i)`. Its proof uses `Complex.exp_eq_exp_ℂ` to write the complex exponential as `NormedSpace.exp`, then applies `NormedSpace.map_exp` to evaluation at `i`, which is a continuous ring homomorphism. The final `simp` uses `hexp` in place of the unknown name. It no longer needs `Complex.exp_eq_exp_ℂ`, since `hexp` already yields `Complex.exp`, the form on the right-hand side. The added comment only explains the step.

After these edits no error is left:

```diff
@@ -20,7 +20,12 @@
     ext i j
     fin_cases i <;> fin_cases j <;> simp [σz]
+  -- the exponential of a diagonal matrix is taken entry by entry
+  have hexp : ∀ (v : Fin 2 → ℂ) (i : Fin 2), NormedSpace.exp v i = Complex.exp (v i) := by
+    intro v i
+    rw [Complex.exp_eq_exp_ℂ]
+    exact NormedSpace.map_exp (Pi.evalRingHom (fun _ : Fin 2 => ℂ) i) (continuous_apply i) v
   rw [rot, h, Matrix.exp_diagonal]
   ext i j
-  fin_cases i <;> fin_cases j <;> simp [Pi.exp_apply, Complex.exp_eq_exp_ℂ]
+  fin_cases i <;> fin_cases j <;> simp [hexp]
 
 end
```
